# A continuum p+ip superconductor has Chern number 1 for μ > 0 and 0 for μ < 0

For real $D\neq 0$ and $\mu\neq 0$,

$$\frac12\int_0^\infty \frac{D^2k(k^2+\mu)}{\big((k^2-\mu)^2+D^2k^2\big)^{3/2}}\,dk=\begin{cases}1,&\mu>0\\0,&\mu<0.\end{cases}$$

Here $k$ is the magnitude of the momentum, $\mu$ the chemical potential and $D$ the strength of the pairing $D(k_x+ik_y)$, in units where the kinetic energy is $k^2$. With the sign convention fixed below, the left side is the Chern number of the Bogoliubov–de Gennes Hamiltonian. It separates the topological from the trivial phase of a clean, spinless, two-dimensional superconductor in mean-field theory, where the quasiparticles do not interact.

## The Hamiltonian and its Chern number

```lean
import Mathlib

open MeasureTheory Set Filter Topology Matrix

namespace ChiralSuperconductor

noncomputable section
```

The file loads the mathematical library Mathlib and opens some of its namespaces, so that their names can be written in short form. Below, a `def` introduces an object. A `theorem` gives a statement, followed after `:=` by its proof.

```lean
/-- The Bogoliubov–de Gennes vector `d` of a planar superconductor with kinetic term `k² - μ`
and pairing `D (kx + i ky)`; the Hamiltonian is `d · σ`. -/
def dVec (D μ kx ky : ℝ) : Fin 3 → ℝ := ![D * kx, -(D * ky), kx ^ 2 + ky ^ 2 - μ]
```

The type `Fin 3 → ℝ` is that of real vectors with three components. This one is

$$\mathbf d=(Dk_x,\,-Dk_y,\,k_x^2+k_y^2-\mu).$$

With the Pauli matrices $\boldsymbol\sigma$, the Hamiltonian is $H=\mathbf d\cdot\boldsymbol\sigma$. Its upper off-diagonal entry is $d_x-id_y=D(k_x+ik_y)$, which fixes the chirality. The pairing strength is a given constant and is not determined self-consistently.

```lean
/-- The quasiparticle energy at radial momentum `k`. -/
def energy (D μ k : ℝ) : ℝ := Real.sqrt ((k ^ 2 - μ) ^ 2 + D ^ 2 * k ^ 2)
```

This is $E(k)=|\mathbf d|=\sqrt{(k^2-\mu)^2+D^2k^2}$. The eigenvalues of $H$ are $\pm E$.

```lean
/-- The radial Chern integrand `D² k (k² + μ) / E³`. -/
def radialDensity (D μ k : ℝ) : ℝ := D ^ 2 * k * (k ^ 2 + μ) / energy D μ k ^ 3
```

This is the integrand of the opening formula, without the factor $\tfrac12$.

```lean
/-- The signed solid angle swept by the direction of `d` per unit area of the momentum plane. -/
def solidAngleDensity (D μ kx ky : ℝ) : ℝ :=
  (dVec D μ kx ky ⬝ᵥ
    ((deriv (fun x => dVec D μ x ky) kx) ⨯₃ (deriv (fun y => dVec D μ kx y) ky))) /
    Real.sqrt (dVec D μ kx ky ⬝ᵥ dVec D μ kx ky) ^ 3
```

The symbol `⬝ᵥ` is the dot product, `⨯₃` the cross product and `deriv` the ordinary derivative, so the definition reads

$$\frac{\mathbf d\cdot(\partial_{k_x}\mathbf d\times\partial_{k_y}\mathbf d)}{|\mathbf d|^3}.$$

It is the signed solid angle that the direction of $\mathbf d$ sweeps per unit area of the momentum plane.

```lean
/-- The Chern number: the total signed solid angle swept by `d`, in units of `4π`. -/
def chernNumber (D μ : ℝ) : ℝ :=
  1 / (4 * Real.pi) * ∫ p : ℝ × ℝ, solidAngleDensity D μ p.1 p.2
```

The Chern number is the total signed solid angle divided by $4\pi$. It counts how often the direction of $\mathbf d$ covers the unit sphere. The sign follows from the order of the derivatives and the chirality chosen above.

## The gap

```lean
/-- For `D ≠ 0` and `μ ≠ 0` the squared energy is positive at every squared momentum `s ≥ 0`. -/
theorem energy_sq_pos {D μ s : ℝ} (hD : D ≠ 0) (hμ : μ ≠ 0) (hs : 0 ≤ s) :
    0 < (s - μ) ^ 2 + D ^ 2 * s := by
  rcases hs.eq_or_lt with h | h
  · rw [← h]
    have : 0 < μ ^ 2 := by positivity
    nlinarith
  · have : 0 < D ^ 2 * s := by positivity
    exact add_pos_of_nonneg_of_pos (sq_nonneg _) this
```

Braces mark variables that Lean infers for itself, and `hD`, `hμ` and `hs` name the hypotheses. Write $s$ for the squared momentum. If $s=0$, the expression is $\mu^2>0$. If $s>0$, the term $D^2s$ is positive and the square beside it is nonnegative. The proof splits into these two cases.

```lean
/-- For `D ≠ 0` the quasiparticle gap closes at some momentum exactly when `μ = 0`. -/
theorem gap_closes_iff {D μ : ℝ} (hD : D ≠ 0) : (∃ k, energy D μ k = 0) ↔ μ = 0 := by
  constructor
  · rintro ⟨k, h⟩
    by_contra hμ
    exact (Real.sqrt_pos.2 (energy_sq_pos hD hμ (sq_nonneg k))).ne' h
  · rintro rfl
    exact ⟨0, by simp [energy]⟩
```

For nonzero pairing, the energy vanishes at some $k$ exactly when $\mu=0$. One direction is the previous lemma; for the other, $E(0)=0$ when $\mu=0$. The excluded value $\mu=0$ is therefore the transition, where the gap closes.

## From the vector to the density

```lean
/-- The solid-angle density in closed form. -/
theorem solidAngleDensity_eq (D μ kx ky : ℝ) : solidAngleDensity D μ kx ky =
    D ^ 2 * (kx ^ 2 + ky ^ 2 + μ) /
      Real.sqrt ((kx ^ 2 + ky ^ 2 - μ) ^ 2 + D ^ 2 * (kx ^ 2 + ky ^ 2)) ^ 3 := by
  have hx : HasDerivAt (fun x => dVec D μ x ky) ![D, 0, 2 * kx] kx := by
    refine hasDerivAt_pi.2 fun i => ?_
    fin_cases i
    · exact ((hasDerivAt_id' kx).const_mul D).congr_deriv (mul_one D)
    · exact hasDerivAt_const kx (-(D * ky))
    · exact (((hasDerivAt_pow 2 kx).add_const (ky ^ 2)).sub_const μ).congr_deriv (by simp)
  have hy : HasDerivAt (fun y => dVec D μ kx y) ![0, -D, 2 * ky] ky := by
    refine hasDerivAt_pi.2 fun i => ?_
    fin_cases i
    · exact hasDerivAt_const ky (D * kx)
    · exact ((hasDerivAt_id' ky).const_mul D).fun_neg.congr_deriv (by simp)
    · exact (((hasDerivAt_pow 2 ky).const_add (kx ^ 2)).sub_const μ).congr_deriv (by simp)
  have h1 : dVec D μ kx ky ⬝ᵥ (![D, 0, 2 * kx] ⨯₃ ![0, -D, 2 * ky]) =
      D ^ 2 * (kx ^ 2 + ky ^ 2 + μ) := by
    simp [dVec, cross_apply, dotProduct, Fin.sum_univ_succ]
    ring
  have h2 : dVec D μ kx ky ⬝ᵥ dVec D μ kx ky =
      (kx ^ 2 + ky ^ 2 - μ) ^ 2 + D ^ 2 * (kx ^ 2 + ky ^ 2) := by
    simp [dVec, dotProduct, Fin.sum_univ_succ]
    ring
  rw [solidAngleDensity, hx.deriv, hy.deriv, h1, h2]
```

By hand, $\partial_{k_x}\mathbf d=(D,0,2k_x)$ and $\partial_{k_y}\mathbf d=(0,-D,2k_y)$, with cross product $(2Dk_x,-2Dk_y,-D^2)$. With $k^2=k_x^2+k_y^2$,

$$\mathbf d\cdot(\partial_{k_x}\mathbf d\times\partial_{k_y}\mathbf d)=2D^2k^2-D^2(k^2-\mu)=D^2(k^2+\mu).$$

In the proof, `hx` and `hy` establish the two derivatives component by component, `h1` is the triple product and `h2` is $|\mathbf d|^2=E^2$.

## The radial integral

```lean
/-- For `D ≠ 0` and `μ ≠ 0` the radial integrand is the derivative of `(k² - μ) / E`, the cosine of
the polar angle of `d`. -/
theorem hasDerivAt_cosPolar {D μ : ℝ} (hD : D ≠ 0) (hμ : μ ≠ 0) (k : ℝ) :
    HasDerivAt (fun k => (k ^ 2 - μ) / energy D μ k) (radialDensity D μ k) k := by
  have h := energy_sq_pos hD hμ (sq_nonneg k)
  have hx : HasDerivAt (fun k : ℝ => k ^ 2 - μ) (2 * k) k :=
    ((hasDerivAt_pow 2 k).sub_const μ).congr_deriv (by simp)
  have hq : HasDerivAt (fun k : ℝ => (k ^ 2 - μ) ^ 2 + D ^ 2 * k ^ 2)
      (2 * (k ^ 2 - μ) * (2 * k) + D ^ 2 * (2 * k)) k :=
    ((hx.fun_pow 2).fun_add ((hasDerivAt_pow 2 k).const_mul (D ^ 2))).congr_deriv (by simp)
  have alg : ∀ E : ℝ, 0 < E → E ^ 2 = (k ^ 2 - μ) ^ 2 + D ^ 2 * k ^ 2 →
      (2 * k * E - (k ^ 2 - μ) * ((2 * (k ^ 2 - μ) * (2 * k) + D ^ 2 * (2 * k)) / (2 * E)))
        / E ^ 2 = D ^ 2 * k * (k ^ 2 + μ) / E ^ 3 := by
    intro E hE hE2
    have h1 : (2 * k * E - (k ^ 2 - μ) *
        ((2 * (k ^ 2 - μ) * (2 * k) + D ^ 2 * (2 * k)) / (2 * E))) / E ^ 2 =
        (2 * k * E ^ 2 - (k ^ 2 - μ) * k * (2 * (k ^ 2 - μ) + D ^ 2)) / E ^ 3 := by
      field_simp
    rw [h1, hE2]
    congr 1
    ring
  exact (hx.fun_div (hq.sqrt h.ne') (Real.sqrt_pos.2 h).ne').congr_deriv
    (alg _ (Real.sqrt_pos.2 h) (Real.sq_sqrt h.le))
```

The antiderivative is $\cos\vartheta=(k^2-\mu)/E$, where $\vartheta$ is the angle between $\mathbf d$ and the third axis. From $E'=k\,[2(k^2-\mu)+D^2]/E$,

$$\begin{aligned}\frac{d}{dk}\frac{k^2-\mu}{E}&=\frac{2kE^2-(k^2-\mu)\,k\,[2(k^2-\mu)+D^2]}{E^3}\\&=\frac{k\,[2D^2k^2-D^2(k^2-\mu)]}{E^3}=\frac{D^2k(k^2+\mu)}{E^3}.\end{aligned}$$

`HasDerivAt f f' k` says that `f` has derivative `f'` at `k`. The proof differentiates the numerator (`hx`) and $E^2$ (`hq`), then applies the rules for square roots and quotients. The identity `alg` is the simplification above. The gap lemma keeps $E$ away from zero.

```lean
/-- At large momentum the cosine of the polar angle of `d` tends to one. -/
theorem tendsto_cosPolar (D μ : ℝ) :
    Tendsto (fun k => (k ^ 2 - μ) / energy D μ k) atTop (𝓝 1) := by
  -- In the variable u = 1/k the function is continuous at u = 0.
  let g : ℝ → ℝ := fun u =>
    (1 - μ * u ^ 2) / Real.sqrt ((1 - μ * u ^ 2) ^ 2 + D ^ 2 * u ^ 2)
  have hg : ContinuousAt g 0 :=
    ContinuousAt.div (Continuous.continuousAt (by fun_prop))
      (Continuous.continuousAt (by fun_prop)) (by simp)
  have h0 : g 0 = 1 := by simp [g]
  have ht := hg.tendsto.comp tendsto_inv_atTop_zero
  rw [h0] at ht
  refine ht.congr' ?_
  filter_upwards [eventually_gt_atTop (0 : ℝ)] with k hk
  have h1 : (k ^ 2 - μ) ^ 2 + D ^ 2 * k ^ 2 =
      (k ^ 2) ^ 2 * ((1 - μ * k⁻¹ ^ 2) ^ 2 + D ^ 2 * k⁻¹ ^ 2) := by
    field_simp
  have h2 : k ^ 2 - μ = k ^ 2 * (1 - μ * k⁻¹ ^ 2) := by
    field_simp
  have hk2 : k ^ 2 ≠ 0 := by positivity
  rw [energy, h1, Real.sqrt_mul (sq_nonneg _), Real.sqrt_sq (sq_nonneg k), h2,
    mul_div_mul_left _ _ hk2]
  rfl
```

`Tendsto … atTop (𝓝 1)` means that the function tends to 1 as $k\to\infty$. Put $u=1/k$ and divide numerator and denominator by $k^2$:

$$\frac{k^2-\mu}{E}=\frac{1-\mu u^2}{\sqrt{(1-\mu u^2)^2+D^2u^2}}.$$

The right side is continuous at $u=0$ and equals 1 there. Far from the origin, the direction of $\mathbf d$ approaches the positive third axis, whichever way one moves out in the plane.

```lean
/-- For `D ≠ 0` and `μ ≠ 0` the radial integrand is integrable on `(0, ∞)`, with integral `1 + μ /
|μ|`. -/
theorem radial_integral {D μ : ℝ} (hD : D ≠ 0) (hμ : μ ≠ 0) :
    IntegrableOn (radialDensity D μ) (Ioi 0) ∧
      ∫ k in Ioi 0, radialDensity D μ k = 1 + μ / |μ| := by
  have hc : Continuous (radialDensity D μ) := by
    change Continuous (fun k => D ^ 2 * k * (k ^ 2 + μ) /
      Real.sqrt ((k ^ 2 - μ) ^ 2 + D ^ 2 * k ^ 2) ^ 3)
    exact Continuous.div (by fun_prop) (by fun_prop) fun k =>
      pow_ne_zero 3 (Real.sqrt_pos.2 (energy_sq_pos hD hμ (sq_nonneg k))).ne'
  -- Beyond |μ| + 1 the integrand is nonnegative.
  have htail : IntegrableOn (radialDensity D μ) (Ioi (|μ| + 1)) := by
    refine integrableOn_Ioi_deriv_of_nonneg' (fun k _ => hasDerivAt_cosPolar hD hμ k)
      (fun k hk => ?_) (tendsto_cosPolar D μ)
    have hk' : |μ| + 1 < k := hk
    have hk1 : 1 < k := by linarith [abs_nonneg μ]
    have hk2 : k ≤ k ^ 2 := by nlinarith
    have h3 : 0 ≤ k ^ 2 + μ := by linarith [neg_abs_le μ]
    have h4 : 0 ≤ energy D μ k := Real.sqrt_nonneg _
    have h5 : 0 ≤ k := by linarith
    unfold radialDensity
    positivity
  have hint : IntegrableOn (radialDensity D μ) (Ioi 0) := by
    rw [← Ioc_union_Ioi_eq_Ioi (show (0 : ℝ) ≤ |μ| + 1 by positivity)]
    exact hc.integrableOn_Ioc.union htail
  refine ⟨hint, ?_⟩
  rw [integral_Ioi_of_hasDerivAt_of_tendsto' (fun k _ => hasDerivAt_cosPolar hD hμ k) hint
    (tendsto_cosPolar D μ)]
  have h0 : energy D μ 0 = |μ| := by
    rw [energy, ← Real.sqrt_sq_eq_abs]
    congr 1
    ring
  rw [h0]
  ring
```

`Ioi 0` is the interval $(0,\infty)$. The theorem states that the integrand is integrable there and gives the integral. Since $E(0)=|\mu|$, the fundamental theorem of calculus yields

$$\int_0^\infty\frac{D^2k(k^2+\mu)}{E^3}\,dk=1-\frac{-\mu}{|\mu|}=1+\frac{\mu}{|\mu|}.$$

Integrability comes in two parts. On the closed interval $[0,|\mu|+1]$ the integrand is continuous, hence integrable. For $k>|\mu|+1$ we have $k^2\ge k>|\mu|$, so $k^2+\mu>0$ and the integrand is nonnegative; a nonnegative derivative of a function with a finite limit is integrable.

```lean
/-- For `D ≠ 0`, half the integral of the radial integrand equals one for `μ > 0` and zero for `μ <
0`. -/
theorem radial_chern {D μ : ℝ} (hD : D ≠ 0) :
    (0 < μ → 1 / 2 * ∫ k in Ioi 0, radialDensity D μ k = 1) ∧
      (μ < 0 → 1 / 2 * ∫ k in Ioi 0, radialDensity D μ k = 0) := by
  constructor <;> intro h
  · rw [(radial_integral hD h.ne').2, abs_of_pos h, div_self h.ne']
    norm_num
  · rw [(radial_integral hD h.ne).2, abs_of_neg h, div_neg, div_self h.ne]
    norm_num
```

The arrows `→` are implications and `∧` is "and". For $\mu>0$, half of $1+1$ is 1; for $\mu<0$, half of $1-1$ is 0. This is the opening formula.

Take $D=2$ and $\mu=1$ as an example. Then $E^2=(k^2-1)^2+4k^2=(k^2+1)^2$, and

$$\frac12\int_0^\infty\frac{4k}{(k^2+1)^2}\,dk=\frac12\left[-\frac{2}{k^2+1}\right]_0^\infty=1.$$

For $D=2$ and $\mu=-1$, $\cos\vartheta=(k^2+1)/\sqrt{(k^2+1)^2+4k^2}$ starts at 1, falls to $2/\sqrt8\approx0.707$ at $k=1$ and returns to 1. The integrand contributes about $-0.293$ below $k=1$ and $+0.293$ above it, which gives 0.

## Back to the momentum plane

```lean
/-- The total signed solid angle is `2π` times the radial integral. -/
theorem solidAngle_polar (D μ : ℝ) : ∫ p : ℝ × ℝ, solidAngleDensity D μ p.1 p.2 =
    (∫ k in Ioi 0, radialDensity D μ k) * (2 * Real.pi) := by
  have hp : ∀ p : ℝ × ℝ, p.1 • solidAngleDensity D μ (polarCoord.symm p).1
      (polarCoord.symm p).2 = radialDensity D μ p.1 * 1 := by
    intro p
    have hr : (p.1 * Real.cos p.2) ^ 2 + (p.1 * Real.sin p.2) ^ 2 = p.1 ^ 2 := by
      linear_combination p.1 ^ 2 * Real.sin_sq_add_cos_sq p.2
    simp only [polarCoord_symm_apply, smul_eq_mul, solidAngleDensity_eq, hr, radialDensity,
      energy]
    ring
  have hθ : ∫ _θ in Ioo (-Real.pi) Real.pi, (1 : ℝ) = 2 * Real.pi := by
    rw [← integral_Ioc_eq_integral_Ioo,
      ← intervalIntegral.integral_of_le (by linarith [Real.pi_pos]),
      intervalIntegral.integral_const, smul_eq_mul]
    ring
  calc ∫ p : ℝ × ℝ, solidAngleDensity D μ p.1 p.2
      = ∫ p in polarCoord.target, p.1 • solidAngleDensity D μ (polarCoord.symm p).1
          (polarCoord.symm p).2 :=
        (integral_comp_polarCoord_symm
          (fun p : ℝ × ℝ => solidAngleDensity D μ p.1 p.2)).symm
    _ = ∫ p in Ioi (0 : ℝ) ×ˢ Ioo (-Real.pi) Real.pi, radialDensity D μ p.1 * 1 :=
        integral_congr_ae (Filter.Eventually.of_forall hp)
    _ = (∫ k in Ioi 0, radialDensity D μ k) * ∫ _θ in Ioo (-Real.pi) Real.pi, (1 : ℝ) :=
        setIntegral_prod_mul (radialDensity D μ) (fun _ => (1 : ℝ)) _ _
    _ = _ := by rw [hθ]
```

Set $k_x=k\cos\theta$ and $k_y=k\sin\theta$, with area element $k\,dk\,d\theta$. The density depends only on $k$, and its product with $k$ is the radial integrand; this is `hp`. The angular integral over $(-\pi,\pi)$ gives $2\pi$, which is `hθ`. The `calc` block changes coordinates, inserts `hp`, and splits the double integral into a product.

```lean
/-- For `D ≠ 0` and `μ ≠ 0` the solid-angle density is integrable over the whole momentum plane. -/
theorem solidAngle_integrable {D μ : ℝ} (hD : D ≠ 0) (hμ : μ ≠ 0) :
    Integrable (fun p : ℝ × ℝ => solidAngleDensity D μ p.1 p.2) := by
  have ha : |μ| ≠ 0 := abs_ne_zero.2 hμ
  -- At |μ| the integral is nonzero, so the density there is integrable.
  have hI : Integrable (fun p : ℝ × ℝ => solidAngleDensity D |μ| p.1 p.2) := by
    by_contra h
    have h1 := solidAngle_polar D |μ|
    rw [integral_undef h, (radial_integral hD ha).2, abs_abs, div_self ha] at h1
    linarith [Real.pi_pos]
  -- The density at μ is dominated by the density at |μ|.
  simp only [solidAngleDensity_eq] at hI ⊢
  refine hI.mono' (Continuous.aestronglyMeasurable ?_) (Filter.Eventually.of_forall fun p => ?_)
  · exact Continuous.div (by fun_prop) (by fun_prop) fun p =>
      pow_ne_zero 3 (Real.sqrt_pos.2 (energy_sq_pos hD hμ (by positivity))).ne'
  · have hs : 0 ≤ p.1 ^ 2 + p.2 ^ 2 := by positivity
    have hB := Real.sqrt_pos.2 (energy_sq_pos hD ha hs)
    rw [Real.norm_eq_abs, abs_div, abs_mul, abs_of_nonneg (sq_nonneg D),
      abs_of_nonneg (pow_nonneg (Real.sqrt_nonneg _) 3)]
    refine div_le_div₀ (by positivity) ?_ (pow_pos hB 3) ?_
    · exact mul_le_mul_of_nonneg_left (abs_le.2 ⟨by linarith [neg_abs_le μ],
        by linarith [le_abs_self μ]⟩) (sq_nonneg D)
    · refine pow_le_pow_left₀ hB.le (Real.sqrt_le_sqrt ?_) 3
      nlinarith [mul_nonneg hs (sub_nonneg.2 (le_abs_self μ)), sq_abs μ]
```

Lean assigns the value 0 to the integral of a non-integrable function, so a Chern number of 0 means something only once integrability is known. The same convention supplies the proof. At chemical potential $|\mu|$, the planar integral is $2\cdot2\pi=4\pi\neq0$, so the density there must be integrable.

The density at $\mu$ is then bounded by the density at $|\mu|$. With $s=k_x^2+k_y^2$, the numerators satisfy $|s+\mu|\le s+|\mu|$, and the denominators are ordered by

$$(s-\mu)^2-(s-|\mu|)^2=2s(|\mu|-\mu)\ge0.$$

```lean
/-- For `D ≠ 0` the Chern number of the `p + ip` superconductor is one for `μ > 0` and zero for `μ <
0`. -/
theorem chernNumber_eq {D μ : ℝ} (hD : D ≠ 0) :
    (0 < μ → chernNumber D μ = 1) ∧ (μ < 0 → chernNumber D μ = 0) := by
  have h : chernNumber D μ = 1 / 2 * ∫ k in Ioi 0, radialDensity D μ k := by
    rw [chernNumber, solidAngle_polar]
    have := Real.pi_ne_zero
    field_simp
    ring
  rw [h]
  exact radial_chern hD

end

end ChiralSuperconductor
```

The prefactors combine to $\frac{1}{4\pi}\cdot2\pi=\frac12$, so the Chern number equals the radial expression and takes the values 1 and 0. For $\mu>0$, the direction of $\mathbf d$ runs from the south pole at $k=0$ to the north pole at infinity and covers the sphere once. For $\mu<0$, it starts and ends at the north pole, and the signed area cancels.

The theorem concerns the uniform, rotationally symmetric continuum model; edge modes, disorder and lattice bands would each need an argument of their own.

```lean
#print axioms ChiralSuperconductor.gap_closes_iff
#print axioms ChiralSuperconductor.solidAngle_integrable
#print axioms ChiralSuperconductor.chernNumber_eq
```

```
'ChiralSuperconductor.gap_closes_iff' depends on axioms: [propext, Classical.choice, Quot.sound]
'ChiralSuperconductor.solidAngle_integrable' depends on axioms: [propext, Classical.choice, Quot.sound]
'ChiralSuperconductor.chernNumber_eq' depends on axioms: [propext, Classical.choice, Quot.sound]
```
